# Legendre polynomials built by Bonnet's recursion satisfy Legendre's equation in every degree

A program may generate polynomials $P_n$ by a three-term recursion and multiply $P_n(\cos\theta)$ by a nonzero radial function computed with $n(n+1)$ in the centrifugal term. For a particle in a central potential, the product solves the stationary Schrödinger equation only if $P_n(\cos\theta)$ satisfies the angular equation with eigenvalue $n(n+1)$. The Lean file below starts from $P_0=1$, $P_1=X$ and Bonnet's recursion, and proves for every $n$ the differential equation that supplies the eigenvalue.

```lean
import Mathlib

open Polynomial

namespace LegendreEquation

noncomputable section

/-- The Legendre polynomials, defined by Bonnet's recursion from `P_0 = 1` and `P_1 = X`. -/
def legendreP : ℕ → ℝ[X]
  | 0 => 1
  | 1 => X
  | n + 2 => C (((n : ℝ) + 2)⁻¹) *
      ((2 * (n : ℝ[X]) + 3) * X * legendreP (n + 1) - ((n : ℝ[X]) + 1) * legendreP n)

/-- Bonnet's recursion without denominators:
`(n+2) P_(n+2) = (2n+3) X P_(n+1) - (n+1) P_n`. -/
theorem bonnet (n : ℕ) :
    ((n : ℝ[X]) + 2) * legendreP (n + 2) =
      (2 * (n : ℝ[X]) + 3) * X * legendreP (n + 1) - ((n : ℝ[X]) + 1) * legendreP n := by
  have h : ((n : ℝ[X]) + 2) * C (((n : ℝ) + 2)⁻¹) = 1 := by
    have h0 : (n : ℝ) + 2 ≠ 0 := by positivity
    have hC2 : (C (2 : ℝ) : ℝ[X]) = 2 := by
      calc (C (2 : ℝ) : ℝ[X]) = C ((1 : ℝ) + 1) := by rw [one_add_one_eq_two]
        _ = 1 + 1 := by rw [C_add, C_1]
        _ = 2 := one_add_one_eq_two
    have h1 : (n : ℝ[X]) + 2 = C ((n : ℝ) + 2) := by
      rw [C_add, hC2]
      simp
    rw [h1, ← C_mul, mul_inv_cancel₀ h0, C_1]
  have e : legendreP (n + 2) = C (((n : ℝ) + 2)⁻¹) *
      ((2 * (n : ℝ[X]) + 3) * X * legendreP (n + 1) - ((n : ℝ[X]) + 1) * legendreP n) := by
    rw [legendreP]
  rw [e]
  linear_combination ((2 * (n : ℝ[X]) + 3) * X * legendreP (n + 1)
    - ((n : ℝ[X]) + 1) * legendreP n) * h

/-- Two first-order relations between neighbouring degrees:
`P_(n+1)' = (n+1) P_n + X P_n'` and `X P_(n+1)' - P_n' = (n+1) P_(n+1)`. -/
theorem derivative_relations (n : ℕ) :
    derivative (legendreP (n + 1)) =
        ((n : ℝ[X]) + 1) * legendreP n + X * derivative (legendreP n) ∧
      X * derivative (legendreP (n + 1)) - derivative (legendreP n) =
        ((n : ℝ[X]) + 1) * legendreP (n + 1) := by
  induction n with
  | zero => constructor <;> simp [legendreP]
  | succ n ih =>
    obtain ⟨hA, hC⟩ := ih
    have h2 : (n : ℝ[X]) + 2 ≠ 0 := by
      have h : ((n + 2 : ℕ) : ℝ[X]) ≠ 0 := Nat.cast_ne_zero.mpr (by omega)
      exact_mod_cast h
    -- differentiate Bonnet's recursion
    have d := congrArg derivative (bonnet n)
    simp only [derivative_mul, derivative_add, derivative_sub, derivative_X,
      derivative_natCast, derivative_ofNat, derivative_one] at d
    have hA' : derivative (legendreP (n + 2)) =
        ((n : ℝ[X]) + 2) * legendreP (n + 1) + X * derivative (legendreP (n + 1)) := by
      apply mul_left_cancel₀ h2
      linear_combination d + ((n : ℝ[X]) + 1) * hC
    -- the second relation one degree higher follows from the new first relation,
    -- both relations at the current degree and the recursion
    have hC' : X * derivative (legendreP (n + 2)) - derivative (legendreP (n + 1)) =
        ((n : ℝ[X]) + 2) * legendreP (n + 2) := by
      linear_combination X * hA' + X * hC - hA - bonnet n
    constructor
    · show derivative (legendreP (n + 2)) = (((n + 1 : ℕ) : ℝ[X]) + 1) * legendreP (n + 1)
        + X * derivative (legendreP (n + 1))
      rw [Nat.cast_add, Nat.cast_one]
      linear_combination hA'
    · show X * derivative (legendreP (n + 2)) - derivative (legendreP (n + 1)) =
        (((n + 1 : ℕ) : ℝ[X]) + 1) * legendreP (n + 2)
      rw [Nat.cast_add, Nat.cast_one]
      linear_combination hC'

/-- The derivative of a Legendre polynomial in terms of two neighbouring degrees:
`(X² - 1) P_(n+1)' = (n+1) (X P_(n+1) - P_n)`. -/
theorem sq_sub_one_mul_derivative (n : ℕ) :
    (X ^ 2 - 1) * derivative (legendreP (n + 1)) =
      ((n : ℝ[X]) + 1) * (X * legendreP (n + 1) - legendreP n) := by
  obtain ⟨hA, hC⟩ := derivative_relations n
  linear_combination X * hC - hA

/-- Legendre's differential equation for every degree:
`(1 - X²) P_n'' - 2 X P_n' + n (n+1) P_n = 0`. -/
theorem legendre_equation (n : ℕ) :
    (1 - X ^ 2) * derivative (derivative (legendreP n)) - 2 * X * derivative (legendreP n)
      + (n : ℝ[X]) * ((n : ℝ[X]) + 1) * legendreP n = 0 := by
  cases n with
  | zero => simp [legendreP]
  | succ n =>
    -- differentiate the previous relation and eliminate the lower degree
    have d := congrArg derivative (sq_sub_one_mul_derivative n)
    simp only [pow_two, derivative_mul, derivative_add, derivative_sub, derivative_X,
      derivative_natCast, derivative_one] at d
    rw [Nat.cast_add, Nat.cast_one]
    linear_combination -d - ((n : ℝ[X]) + 1) * (derivative_relations n).2

/-- Every Legendre polynomial takes the value one at `x = 1`. -/
theorem eval_one_legendreP (n : ℕ) : (legendreP n).eval 1 = 1 := by
  induction n with
  | zero => simp [legendreP]
  | succ n ih =>
    have h := congrArg (eval (1 : ℝ)) (sq_sub_one_mul_derivative n)
    simp only [eval_mul, eval_sub, eval_add, eval_pow, eval_X, eval_one, eval_natCast, ih] at h
    have h' : ((n : ℝ) + 1) * ((legendreP (n + 1)).eval 1 - 1) = 0 := by
      linear_combination -h
    have h0 : (n : ℝ) + 1 ≠ 0 := by positivity
    exact sub_eq_zero.mp ((mul_eq_zero.mp h').resolve_left h0)

/-- The polar-angle equation: with `f(θ) = P_n(cos θ)`, the derivative of `sin θ f'(θ)` is
`-n (n+1) sin θ f(θ)` at every angle. -/
theorem polar_angle_equation (n : ℕ) (θ : ℝ) :
    HasDerivAt
      (fun t => Real.sin t * deriv (fun s => (legendreP n).eval (Real.cos s)) t)
      (-((n : ℝ) * (n + 1)) * (Real.sin θ * (legendreP n).eval (Real.cos θ))) θ := by
  -- chain rule for a polynomial in cos θ
  have h1 : ∀ (p : ℝ[X]) (t : ℝ), HasDerivAt (fun s => p.eval (Real.cos s))
      ((derivative p).eval (Real.cos t) * (-Real.sin t)) t :=
    fun p t => (p.hasDerivAt (Real.cos t)).comp t (Real.hasDerivAt_cos t)
  have h2 : (fun t => Real.sin t * deriv (fun s => (legendreP n).eval (Real.cos s)) t) =
      fun t => Real.sin t *
        ((derivative (legendreP n)).eval (Real.cos t) * (-Real.sin t)) := by
    funext t
    rw [(h1 _ t).deriv]
  rw [h2]
  have h3 := (Real.hasDerivAt_sin θ).fun_mul
    ((h1 (derivative (legendreP n)) θ).fun_mul (Real.hasDerivAt_sin θ).fun_neg)
  refine h3.congr_deriv ?_
  have ode := congrArg (eval (Real.cos θ)) (legendre_equation n)
  simp only [eval_mul, eval_sub, eval_add, eval_pow, eval_X, eval_one, eval_natCast,
    eval_ofNat, eval_zero] at ode
  linear_combination Real.sin θ * ode + Real.sin θ *
    (derivative (derivative (legendreP n))).eval (Real.cos θ) * Real.sin_sq_add_cos_sq θ

/-- Legendre polynomials of different degrees are orthogonal on the interval `[-1, 1]`. -/
theorem legendreP_orthogonal {m n : ℕ} (h : m ≠ n) :
    ∫ x in (-1 : ℝ)..1, (legendreP m).eval x * (legendreP n).eval x = 0 := by
  have ftc : ∀ W : ℝ[X], ∫ x in (-1 : ℝ)..1, (derivative W).eval x =
      W.eval 1 - W.eval (-1) := fun W =>
    intervalIntegral.integral_eq_sub_of_hasDerivAt (fun x _ => W.hasDerivAt x)
      ((derivative W).continuous.intervalIntegrable _ _)
  -- the weighted Wronskian is a primitive of a multiple of the product
  have hW : derivative ((1 - X ^ 2) * (legendreP m * derivative (legendreP n)
      - legendreP n * derivative (legendreP m))) =
      ((m : ℝ[X]) * ((m : ℝ[X]) + 1) - (n : ℝ[X]) * ((n : ℝ[X]) + 1)) *
        (legendreP m * legendreP n) := by
    simp only [pow_two, derivative_mul, derivative_sub, derivative_X, derivative_one]
    linear_combination legendreP m * legendre_equation n - legendreP n * legendre_equation m
  have key := ftc ((1 - X ^ 2) * (legendreP m * derivative (legendreP n)
      - legendreP n * derivative (legendreP m)))
  rw [hW] at key
  simp only [eval_mul, eval_sub, eval_add, eval_pow, eval_X, eval_one, eval_natCast,
    intervalIntegral.integral_const_mul] at key
  have hc : (m : ℝ) * ((m : ℝ) + 1) - (n : ℝ) * ((n : ℝ) + 1) ≠ 0 := by
    intro h0
    have h1 : ((m : ℝ) - n) * ((m : ℝ) + n + 1) = 0 := by linear_combination h0
    have h2 : (m : ℝ) + n + 1 ≠ 0 := by positivity
    exact h (by exact_mod_cast sub_eq_zero.mp ((mul_eq_zero.mp h1).resolve_right h2))
  -- the boundary terms vanish because 1 - x² does
  have h0 : ((m : ℝ) * ((m : ℝ) + 1) - (n : ℝ) * ((n : ℝ) + 1)) *
      ∫ x in (-1 : ℝ)..1, (legendreP m).eval x * (legendreP n).eval x = 0 := by
    rw [key]
    ring
  exact (mul_eq_zero.mp h0).resolve_left hc

end

end LegendreEquation
```

```lean
#print axioms LegendreEquation.legendre_equation
-- 'LegendreEquation.legendre_equation' depends on axioms: [propext, Classical.choice, Quot.sound]
#print axioms LegendreEquation.eval_one_legendreP
-- 'LegendreEquation.eval_one_legendreP' depends on axioms: [propext, Classical.choice, Quot.sound]
#print axioms LegendreEquation.polar_angle_equation
-- 'LegendreEquation.polar_angle_equation' depends on axioms: [propext, Classical.choice, Quot.sound]
#print axioms LegendreEquation.legendreP_orthogonal
-- 'LegendreEquation.legendreP_orthogonal' depends on axioms: [propext, Classical.choice, Quot.sound]
```

## What is stated about the polynomials

The type `ℝ[X]` contains polynomials with real coefficients in the variable $X$, and `derivative` is the algebraic derivative, written here with a prime. The expression `(n : ℝ[X])` is the integer $n$ read as a constant polynomial, and `C` turns a real number into a constant polynomial. The function `legendreP` takes $n$ to $P_n$, with the two starting values above and

$$(n+2)P_{n+2}=(2n+3)XP_{n+1}-(n+1)P_n .$$

The definition contains this recursion divided by $n+2$, which is never zero; `bonnet` restores the form without denominators. For every natural number $n$, including zero, the file proves

$$P_{n+1}'=(n+1)P_n+XP_n', \tag{A}$$
$$XP_{n+1}'-P_n'=(n+1)P_{n+1}, \tag{C}$$
$$(X^2-1)P_{n+1}'=(n+1)(XP_{n+1}-P_n), \tag{D}$$
$$(1-X^2)P_n''-2XP_n'+n(n+1)P_n=0 .$$

These are identities between polynomials, so they hold at every real $x$, including $x=\pm1$. The last one is Legendre's equation, `legendre_equation`.

Three further theorems concern values, angles and integrals. The first is $P_n(1)=1$, which fixes the normalisation: the polynomials equal one at the north pole and do not have unit norm. The second, `polar_angle_equation`, says that $f(\theta)=P_n(\cos\theta)$ satisfies

$$\frac{d}{d\theta}\left(\sin\theta\,\frac{df}{d\theta}\right)=-n(n+1)\sin\theta\,f(\theta)$$

at every real $\theta$. Here `HasDerivAt` says that the outer function is differentiable at $\theta$ with the stated derivative. The third says that $\int_{-1}^{1}P_mP_n\,dx=0$ when $m\neq n$.

## The angular momentum eigenvalue

Away from the poles, dividing the polar-angle equation by $\sin\theta$ gives

$$-\frac{1}{\sin\theta}\frac{d}{d\theta}\left(\sin\theta\,\frac{df}{d\theta}\right)=n(n+1)f .$$

On functions that do not depend on the azimuthal angle, the left side is the squared orbital angular momentum divided by $\hbar^2$. The index $n$ is therefore the quantum number $\ell$, for magnetic quantum number zero. For a single particle in a central potential, in such an axially symmetric state, this is the source of the term $\ell(\ell+1)/r^2$ in the radial equation.

The theorems do not treat associated Legendre functions, the second solution of the equation, completeness, or the value of $\int_{-1}^{1}P_n^2\,dx$.

The starting values matter. With $P_1$ replaced by $0$, the same recursion gives $P_2=-\tfrac12$, and the left side of Legendre's equation for $n=2$ becomes $6\cdot(-\tfrac12)=-3$. The condition $m\neq n$ in the orthogonality theorem is needed too: for $m=n=0$ the integral is $2$.

## From the recursion to the first-order relations

Relations (A) and (C) are proved together by induction in `derivative_relations`. For $n=0$ they read $1=1+0$ and $X-0=X$.

Suppose that both hold for $n$. Differentiating Bonnet's recursion gives

$$(n+2)P_{n+2}'=(2n+3)P_{n+1}+(2n+3)XP_{n+1}'-(n+1)P_n' .$$

By (C), $P_n'=XP_{n+1}'-(n+1)P_{n+1}$. Substituting this, the coefficient of $P_{n+1}$ is $(2n+3)+(n+1)^2=(n+2)^2$, and that of $XP_{n+1}'$ is $(2n+3)-(n+1)=n+2$. Hence

$$(n+2)P_{n+2}'=(n+2)\left[(n+2)P_{n+1}+XP_{n+1}'\right],$$

and cancelling $n+2$ leaves (A) for $n+1$. In Lean, `d` is the differentiated recursion, `mul_left_cancel₀` performs the cancellation, and `linear_combination` checks that the goal is the stated combination of known equations.

To raise (C) by one degree, first multiply (C) by $X$ and subtract (A). The terms $XP_n'$ cancel and (D) remains. Then, by the new form of (A), followed by (D) and Bonnet's recursion,

$$\begin{aligned}
XP_{n+2}'-P_{n+1}'&=(n+2)XP_{n+1}+(X^2-1)P_{n+1}'\\
&=(2n+3)XP_{n+1}-(n+1)P_n\\
&=(n+2)P_{n+2}.
\end{aligned}$$

The Lean coefficients `X * hA' + X * hC - hA - bonnet n` record this calculation. Once the induction is complete, `sq_sub_one_mul_derivative` obtains (D) for all $n$ by the same elimination.

## Legendre's equation by one more derivative

For $n=0$ every term of Legendre's equation vanishes. For degree $n+1$, differentiate (D) and use (C):

$$\begin{aligned}
2XP_{n+1}'+(X^2-1)P_{n+1}''
&=(n+1)(P_{n+1}+XP_{n+1}'-P_n')\\
&=(n+1)\left(P_{n+1}+(n+1)P_{n+1}\right)\\
&=(n+1)(n+2)P_{n+1}.
\end{aligned}$$

Moving everything to one side gives the equation. The proof of `legendre_equation` has the same two cases, and its last line combines the derivative of (D) with $(n+1)$ times (C).

## Pole, polar angle and orthogonality

At $x=1$ the left side of (D) vanishes, so $(n+1)(P_{n+1}(1)-P_n(1))=0$. Since $P_0(1)=1$, induction gives $P_n(1)=1$, as in `eval_one_legendreP`.

For the polar angle, the chain rule gives $f'(\theta)=-\sin\theta\,P_n'(\cos\theta)$; this is `h1` in the Lean proof. Therefore

$$\begin{aligned}
\frac{d}{d\theta}\left(-\sin^2\theta\,P_n'(\cos\theta)\right)
&=\sin\theta\left[\sin^2\theta\,P_n''(\cos\theta)-2\cos\theta\,P_n'(\cos\theta)\right]\\
&=-n(n+1)\sin\theta\,P_n(\cos\theta).
\end{aligned}$$

The last equality is Legendre's equation at $x=\cos\theta$, with $\sin^2\theta=1-\cos^2\theta$. The final `linear_combination` uses these same two facts.

For orthogonality, set $W=(1-X^2)(P_mP_n'-P_nP_m')$. In $W'$ the products $P_m'P_n'$ cancel, leaving

$$\begin{aligned}
W'&=P_m\left[(1-X^2)P_n'\right]'-P_n\left[(1-X^2)P_m'\right]'\\
&=\left[m(m+1)-n(n+1)\right]P_mP_n .
\end{aligned}$$

The second line uses Legendre's equation for both indices, and `hW` is this identity. The fundamental theorem of calculus, `ftc`, turns the integral of $W'$ into $W(1)-W(-1)$, which is zero because $1-x^2$ vanishes at both ends. The remaining factor is $m(m+1)-n(n+1)=(m-n)(m+n+1)$. It is nonzero for $m\neq n$, as `hc` shows, so the integral itself must vanish.

## The derivative in a quadrature routine

A routine for Gauss–Legendre nodes can find the roots of $P_{n+1}$ by Newton's method, which needs both $P_{n+1}(x)$ and $P_{n+1}'(x)$. Bonnet's recursion supplies $P_n(x)$ and $P_{n+1}(x)$, and relation (D) then gives

$$P_{n+1}'(x)=\frac{(n+1)\left(xP_{n+1}(x)-P_n(x)\right)}{x^2-1}$$

without a separate recursion for derivatives. The nodes lie strictly between $-1$ and $1$, and the denominator is nonzero at every Newton iterate that stays inside that interval. If the derivative is also wanted at an endpoint, relation (A) computes it degree by degree without division.
